# With a core hole modelled as \(H-UP\), a larger \(U\) never lowers the ground state's weight on the absorbing site

**Q:** An X-ray photon lifts a core electron into an empty orbital, and the hole left behind attracts that electron towards the absorbing atom. When dipole selection rules allow it, the first absorption peak is the transition into the lowest state available in the presence of the hole. I expect a stronger hole to pull this state onto the atom and strengthen the peak. But the state also hybridises with the neighbours, and both its energy and its shape change with the attraction. What settles the sign?

**A:** The variational principle, used twice. Let \(H\) be the electron's Hamiltonian without the hole, \(P\) the projection onto the absorbing site, and \(U<V\) two strengths of the attraction. Let the unit vectors \(u\) and \(v\) be ground states of \(H-UP\) and \(H-VP\), with energies \(E_U\) and \(E_V\). Taking \(v\) as a trial state for the first Hamiltonian and \(u\) for the second gives

\[
E_U\le\langle v,(H-UP)v\rangle=E_V+(V-U)\langle v,Pv\rangle,
\]
\[
E_V\le\langle u,(H-VP)u\rangle=E_U-(V-U)\langle u,Pu\rangle .
\]

Together these bracket the energy drop:

\[
(V-U)\langle u,Pu\rangle\le E_U-E_V\le (V-U)\langle v,Pv\rangle .
\]

Dividing by \(V-U>0\) gives \(\langle u,Pu\rangle\le\langle v,Pv\rangle\).

**Q:** Could the weight simply stay the same?

**A:** Only in special cases. If the two weights are equal, the bracket closes, and the second line above becomes \(\langle u,(H-VP)u\rangle=E_V\). So \(u\) is also a ground state of \(H-VP\), and it solves both Schrödinger equations. Subtracting them gives

\[
(V-U)Pu=(E_U-E_V)u ,
\]

so \(Pu=cu\) for some number \(c\). From \(P^2=P\) we get \(c^2=c\), hence \(Pu=0\) or \(Pu=u\): the state lies wholly off or wholly on the site.

**Q:** You passed from minimal energy to the Schrödinger equation without comment.

**A:** Let \(A\) be Hermitian with ground state \(u\) and energy \(E\), and set \(B=A-E\). Then \(\langle x,Bx\rangle\ge0\) for all \(x\), and \(\langle u,Bu\rangle=0\). Put \(w=Bu\) and vary \(u\) along \(w\) with real \(t\). Since \(\langle u,Bw\rangle=\langle Bu,w\rangle=\langle w,w\rangle\),

\[
0\le\langle u+tw,B(u+tw)\rangle=t^2\langle w,Bw\rangle+2t\langle w,w\rangle .
\]

A real quadratic that is never negative has discriminant at most zero. Here that reads \(4\langle w,w\rangle^2\le0\), so \(w=0\) and \(Au=Eu\).

**Q:** Now the formal version. What is a state there, and what is an energy?

**A:** A state is a complex vector over a finite index type `n`, whose elements label the orbitals of an orthonormal basis.

In Lean 4 with Mathlib:

```lean
import Mathlib

open Matrix

namespace CoreHoleFirstPeak

noncomputable section

variable {n : Type*} [Fintype n]
```

The inner product \(\langle x,y\rangle\) is `star x ⬝ᵥ y`, conjugate-linear in the first argument. The mean value is defined as a real part, which loses nothing for a Hermitian matrix.

```lean
/-- The real part of `⟨x, A x⟩`; for Hermitian `A` and a unit vector `x` it is the mean value
of `A` in the state `x`. -/
def expect (A : Matrix n n ℂ) (x : n → ℂ) : ℝ := (star x ⬝ᵥ A *ᵥ x).re
```

**Q:** And "ground state" means an eigenvector with the lowest eigenvalue?

**A:** It is defined by the variational principle: norm one, and \(\langle u,Au\rangle\langle x,x\rangle\le\langle x,Ax\rangle\) for every \(x\). The factor \(\langle x,x\rangle\) admits trial vectors of any norm. Degeneracy is allowed, and the results hold for whichever ground states one picks.

```lean
/-- A ground state of `A`: a unit vector `u` whose energy, multiplied by the squared norm of any
trial vector `x`, does not exceed `⟨x, A x⟩`. -/
def IsGroundState (A : Matrix n n ℂ) (u : n → ℂ) : Prop :=
  star u ⬝ᵥ u = 1 ∧ ∀ x : n → ℂ, expect A u * (star x ⬝ᵥ x).re ≤ expect A x
```

The core hole enters with a minus sign, so positive `U` attracts.

```lean
/-- The Hamiltonian `H - U P` with a core-hole attraction of strength `U` acting through `P`. -/
def coreHole (H P : Matrix n n ℂ) (U : ℝ) : Matrix n n ℂ := H - (U : ℂ) • P
```

**Q:** That is a drastic core hole. A real one has a Coulomb tail, and the other electrons screen it.

**A:** Yes. The single number \(U\) stands for the screened attraction felt on the absorbing site, and \(H\) stays fixed while \(U\) changes. The result therefore bears on core-level spectra in a one-electron model with a finite basis and a short-range hole; self-consistent relaxation and many-electron effects at the edge are left out.

**Q:** What about filled bands? The lowest empty state is then not the ground state of the full one-electron matrix.

**A:** Then one can write the matrix in the space of empty orbitals alone and hold the occupied space frozen, which is a further approximation, since a real hole also mixes occupied and empty orbitals. Within this frozen-space model the peak theorem further down still applies, because its orbital need not be normalised and may be just the part that lies in the empty space.

**Q:** Then take me through the proofs.

**A:** The first lemma splits the energy into \(\langle H\rangle-U\langle P\rangle\), which makes the comparison of the two Hamiltonians linear.

```lean
/-- The energy in the presence of the core hole is `⟨H⟩ - U ⟨P⟩`. -/
theorem expect_coreHole (H P : Matrix n n ℂ) (U : ℝ) (x : n → ℂ) :
    expect (coreHole H P U) x = expect H x - U * expect P x := by
  simp only [expect, coreHole, Matrix.sub_mulVec, Matrix.smul_mulVec, dotProduct_sub,
    dotProduct_smul, smul_eq_mul, Complex.sub_re, Complex.re_ofReal_mul]
```

Next comes the discriminant argument. In the code `hs` is the identity \(\langle u,Bw\rangle=\langle w,w\rangle\), `hq` is the quadratic in \(t\), and `discrim_le_zero` gives the inequality. The last lines pass from \(\langle w,w\rangle=0\) to \(w=0\) component by component.

```lean
/-- If a Hermitian matrix has no negative mean value and its mean value vanishes at `u`,
then it annihilates `u`. -/
theorem mulVec_eq_zero_of_expect_eq_zero {B : Matrix n n ℂ} (hB : B.IsHermitian)
    (hpos : ∀ x, 0 ≤ expect B x) {u : n → ℂ} (hu : expect B u = 0) : B *ᵥ u = 0 := by
  obtain ⟨w, hw⟩ : ∃ w, B *ᵥ u = w := ⟨_, rfl⟩
  have hs : star u ⬝ᵥ B *ᵥ w = star w ⬝ᵥ w := by
    have h1 : star w = star u ᵥ* B := by rw [← hw, Matrix.star_mulVec, hB.eq]
    rw [Matrix.dotProduct_mulVec, ← h1]
  -- vary the state along `w = B u`: the energy is a quadratic polynomial in `t`
  have hq : ∀ t : ℝ, 0 ≤ expect B w * (t * t) + (2 * (star w ⬝ᵥ w).re) * t + 0 := by
    intro t
    have h2 : expect B (u + (t : ℂ) • w)
        = expect B w * (t * t) + (2 * (star w ⬝ᵥ w).re) * t + expect B u := by
      simp only [expect, Matrix.mulVec_add, Matrix.mulVec_smul, star_add, star_smul,
        add_dotProduct, dotProduct_add, smul_dotProduct, dotProduct_smul, smul_eq_mul, hs, hw,
        Complex.star_def, Complex.conj_ofReal, Complex.add_re, Complex.re_ofReal_mul]
      ring
    have h3 := hpos (u + (t : ℂ) • w)
    rw [h2, hu] at h3
    exact h3
  have hd := discrim_le_zero hq
  have h0 : (star w ⬝ᵥ w).re = 0 := by
    unfold discrim at hd
    have h3 : (star w ⬝ᵥ w).re ^ 2 = 0 :=
      le_antisymm (by linarith) (sq_nonneg _)
    exact pow_eq_zero_iff (two_ne_zero) |>.1 h3
  have hn : (star w ⬝ᵥ w).re = ∑ i, Complex.normSq (w i) := by
    simp [dotProduct, Complex.normSq_apply]
  rw [hn, Finset.sum_eq_zero_iff_of_nonneg (fun i _ => Complex.normSq_nonneg _)] at h0
  rw [hw]
  ext i
  exact Complex.normSq_eq_zero.1 (h0 i (Finset.mem_univ i))
```

The Schrödinger equation follows by applying this to \(A-E\). That matrix is written as `coreHole A 1 (expect A u)`, a "core hole" acting on all orbitals equally, so that the energy splitting above can serve again.

```lean
/-- A ground state of a Hermitian matrix solves the Schrödinger equation, with its mean energy
as eigenvalue. -/
theorem IsGroundState.schrodinger {A : Matrix n n ℂ} (hA : A.IsHermitian) {u : n → ℂ}
    (hu : IsGroundState A u) : A *ᵥ u = (expect A u : ℂ) • u := by
  classical
  have h1 : ∀ x, expect (coreHole A 1 (expect A u)) x
      = expect A x - expect A u * (star x ⬝ᵥ x).re := by
    intro x
    rw [expect_coreHole]
    simp [expect]
  have hB : (coreHole A 1 (expect A u)).IsHermitian := by
    unfold coreHole Matrix.IsHermitian
    rw [Matrix.conjTranspose_sub, Matrix.conjTranspose_smul, hA.eq, Matrix.conjTranspose_one,
      Complex.star_def, Complex.conj_ofReal]
  have h2 := mulVec_eq_zero_of_expect_eq_zero hB
    (fun x => by rw [h1]; linarith [hu.2 x]) (u := u) (by rw [h1, hu.1]; simp)
  rw [coreHole, Matrix.sub_mulVec, Matrix.smul_mulVec, Matrix.one_mulVec] at h2
  exact sub_eq_zero.1 h2
```

The bracket comes next. `h1` and `h2` are the two trial-state inequalities, and `linarith` rearranges them. Neither \(H\) nor \(P\) carries any hypothesis here.

```lean
/-- The drop of the ground-state energy when the core hole changes from `U` to `V` lies between
`V - U` times the old and `V - U` times the new mean value of `P`. -/
theorem energy_drop_bracket {H P : Matrix n n ℂ} {U V : ℝ} {u v : n → ℂ}
    (hu : IsGroundState (coreHole H P U) u) (hv : IsGroundState (coreHole H P V) v) :
    (V - U) * expect P u ≤ expect (coreHole H P U) u - expect (coreHole H P V) v ∧
    expect (coreHole H P U) u - expect (coreHole H P V) v ≤ (V - U) * expect P v := by
  -- each ground state serves as trial state for the other Hamiltonian
  have h1 := hu.2 v
  have h2 := hv.2 u
  rw [hv.1, Complex.one_re, mul_one] at h1
  rw [hu.1, Complex.one_re, mul_one] at h2
  simp only [expect_coreHole] at *
  constructor <;> linarith
```

**Q:** So where do Hermiticity and \(P^2=P\) come in?

**A:** In the case of equal weights. In the main theorem, `hP` and `hPP` say that \(P\) is an orthogonal projection. The inequality comes straight from the bracket. After that, `hE` shows that \(u\) reaches the energy \(E_V\), `hc` is the eigenvalue equation \(Pu=cu\) obtained by subtraction, and `h4` is \(c(c-1)u=0\). Since \(u\ne0\), \(c\) is 0 or 1.

```lean
/-- For a Hermitian `H` and an orthogonal projection `P` onto the absorbing site, a stronger core
hole never lowers the site weight of the ground state. If the weight stays the same, then `u` is
also a ground state for the stronger core hole, and it lies wholly off or wholly on the site. -/
theorem site_weight_mono {H P : Matrix n n ℂ} (hH : H.IsHermitian) (hP : P.IsHermitian)
    (hPP : P * P = P) {U V : ℝ} (hUV : U < V) {u v : n → ℂ}
    (hu : IsGroundState (coreHole H P U) u) (hv : IsGroundState (coreHole H P V) v) :
    expect P u ≤ expect P v ∧
    (expect P u = expect P v →
      IsGroundState (coreHole H P V) u ∧ (P *ᵥ u = 0 ∨ P *ᵥ u = u)) := by
  obtain ⟨h1, h2⟩ := energy_drop_bracket hu hv
  refine ⟨le_of_mul_le_mul_left (h1.trans h2) (sub_pos.2 hUV), fun heq => ?_⟩
  -- equal weights close the bracket, so `u` reaches the lowest energy at strength `V`
  have hE : expect (coreHole H P V) u = expect (coreHole H P V) v := by
    rw [← heq] at h2
    simp only [expect_coreHole] at *
    linarith
  have huV : IsGroundState (coreHole H P V) u := ⟨hu.1, fun x => by rw [hE]; exact hv.2 x⟩
  refine ⟨huV, ?_⟩
  have hherm : ∀ W : ℝ, (coreHole H P W).IsHermitian := by
    intro W
    unfold coreHole Matrix.IsHermitian
    rw [Matrix.conjTranspose_sub, Matrix.conjTranspose_smul, hH.eq, hP.eq,
      Complex.star_def, Complex.conj_ofReal]
  -- subtracting the two Schrödinger equations makes `u` an eigenvector of `P`
  obtain ⟨c, hc⟩ : ∃ c : ℂ, P *ᵥ u = c • u := by
    have e1 := hu.schrodinger (hherm U)
    have e2 := huV.schrodinger (hherm V)
    generalize expect (coreHole H P U) u = a at e1
    generalize expect (coreHole H P V) u = b at e2
    rw [coreHole, Matrix.sub_mulVec, Matrix.smul_mulVec] at e1 e2
    have h : ((V : ℂ) - U) • (P *ᵥ u) = ((a : ℂ) - b) • u := by
      linear_combination (norm := module) e1 - e2
    have hne : (V : ℂ) - U ≠ 0 := sub_ne_zero.2 (by exact_mod_cast hUV.ne')
    exact ⟨((V : ℂ) - U)⁻¹ * ((a : ℂ) - b), by
      rw [mul_smul, ← h, smul_smul, inv_mul_cancel₀ hne, one_smul]⟩
  have h3 : P *ᵥ (P *ᵥ u) = P *ᵥ u := by rw [Matrix.mulVec_mulVec, hPP]
  rw [hc, Matrix.mulVec_smul, hc, smul_smul] at h3
  have h4 : (c * (c - 1)) • u = 0 := by linear_combination (norm := module) h3
  have hu0 : u ≠ 0 := by
    intro h
    have h5 := hu.1
    simp [h] at h5
  rcases mul_eq_zero.1 ((smul_eq_zero.1 h4).resolve_right hu0) with h | h
  · left; rw [hc, h, zero_smul]
  · right; rw [hc, sub_eq_zero.1 h, one_smul]
```

Read the other way round, a state that lies partly on and partly off the site must gain weight strictly.

```lean
/-- If the ground state at the weaker core hole lies partly on and partly off the absorbing site,
a stronger core hole strictly raises the site weight. -/
theorem site_weight_strict {H P : Matrix n n ℂ} (hH : H.IsHermitian) (hP : P.IsHermitian)
    (hPP : P * P = P) {U V : ℝ} (hUV : U < V) {u v : n → ℂ}
    (hu : IsGroundState (coreHole H P U) u) (hv : IsGroundState (coreHole H P V) v)
    (hoff : P *ᵥ u ≠ 0) (hon : P *ᵥ u ≠ u) : expect P u < expect P v := by
  obtain ⟨h1, h2⟩ := site_weight_mono hH hP hPP hUV hu hv
  exact lt_of_le_of_ne h1 fun h => (h2 h).2.elim hoff hon
```

**Q:** Site weight is still not peak intensity. If the site carries several orbitals, polarised light lifts an electron from a given core orbital into only one combination of them.

**A:** Agreed, and for such a site the theorem concerns the summed weight only. The two notions meet when the hole attracts a single orbital \(d\) and the dipole operator carries the core electron into that same \(d\). Apart from the photon-energy prefactor and a constant dipole factor, the intensity of the transition into \(u\) is then \(|\langle d,u\rangle|^2\). The matrix `vecMulVec d (star d)` is \(|d\rangle\langle d|\), and `key` identifies its mean value with this intensity. The bracket does the rest.

```lean
/-- When the core hole attracts a single orbital `d`, the squared overlap `|⟨d, u⟩|²` of `d` with
the ground state does not decrease as the attraction grows. -/
theorem first_peak_mono {H : Matrix n n ℂ} {d u v : n → ℂ} {U V : ℝ} (hUV : U < V)
    (hu : IsGroundState (coreHole H (vecMulVec d (star d)) U) u)
    (hv : IsGroundState (coreHole H (vecMulVec d (star d)) V) v) :
    Complex.normSq (star d ⬝ᵥ u) ≤ Complex.normSq (star d ⬝ᵥ v) := by
  have key : ∀ x : n → ℂ,
      expect (vecMulVec d (star d)) x = Complex.normSq (star d ⬝ᵥ x) := by
    intro x
    have h1 : vecMulVec d (star d) *ᵥ x = (star d ⬝ᵥ x) • d := by
      ext i
      simp only [Matrix.mulVec, dotProduct, vecMulVec_apply, Pi.smul_apply, smul_eq_mul,
        Finset.sum_mul]
      exact Finset.sum_congr rfl fun j _ => by ring
    rw [expect, h1, dotProduct_smul, smul_eq_mul, Matrix.star_dotProduct x d,
      Complex.star_def, Complex.mul_conj, Complex.ofReal_re]
  obtain ⟨h1, h2⟩ := energy_drop_bracket hu hv
  rw [← key, ← key]
  exact le_of_mul_le_mul_left (h1.trans h2) (sub_pos.2 hUV)
```

**Q:** How does this look in an actual calculation?

**A:** In the present model, with a single absorbing orbital and only empty orbitals in the basis, one subtracts \(U\) from the diagonal element of the absorbing orbital, diagonalises, and takes the squared modulus of the normalised lowest eigenvector's component on that orbital. Take two orbitals, the first on the absorber, with

\[
H=\begin{pmatrix}16&-12\\-12&9\end{pmatrix},\qquad P=\begin{pmatrix}1&0\\0&0\end{pmatrix},\qquad U=0,\quad V=14 .
\]

The ground state changes from \((3/5,4/5)\) with energy \(0\) to \((4/5,3/5)\) with energy \(-7\), and the site weight rises from \(9/25\) to \(16/25\). The bracket reads \(5.04\le7\le8.96\).

The ground-state property is checked by completing squares. With components \(x_0,x_1\), the energy minus its lowest value times \(\langle x,x\rangle\) is \(|4x_0-3x_1|^2\) without the hole and \(|3x_0-4x_1|^2\) with it. These are the squares handed to `nlinarith`, split into real and imaginary parts.

```lean
/-- A two-site example: raising the core-hole strength on the first site from 0 to 14 turns the
ground state `(3/5, 4/5)` into `(4/5, 3/5)`, and the site weight grows from 9/25 to 16/25. -/
theorem two_site_witness :
    IsGroundState (coreHole !![16, -12; -12, 9] !![1, 0; 0, 0] 0) ![3 / 5, 4 / 5] ∧
    IsGroundState (coreHole !![16, -12; -12, 9] !![1, 0; 0, 0] 14) ![4 / 5, 3 / 5] ∧
    expect !![1, 0; 0, 0] ![3 / 5, 4 / 5] = 9 / 25 ∧
    expect !![1, 0; 0, 0] ![4 / 5, 3 / 5] = 16 / 25 := by
  have hform : ∀ (W : ℝ) (x : Fin 2 → ℂ),
      expect (coreHole !![16, -12; -12, 9] !![1, 0; 0, 0] W) x
        = (16 - W) * ((x 0).re ^ 2 + (x 0).im ^ 2) + 9 * ((x 1).re ^ 2 + (x 1).im ^ 2)
          - 24 * ((x 0).re * (x 1).re + (x 0).im * (x 1).im) := by
    intro W x
    rw [expect_coreHole]
    simp [expect, Matrix.mulVec, dotProduct, Fin.sum_univ_two]
    ring
  have hnorm : ∀ x : Fin 2 → ℂ, (star x ⬝ᵥ x).re
      = (x 0).re ^ 2 + (x 0).im ^ 2 + ((x 1).re ^ 2 + (x 1).im ^ 2) := by
    intro x
    simp [dotProduct, Fin.sum_univ_two]
    ring
  have e1 : expect (coreHole !![16, -12; -12, 9] !![1, 0; 0, 0] 0) ![3 / 5, 4 / 5] = 0 := by
    rw [hform]; norm_num
  have e2 : expect (coreHole !![16, -12; -12, 9] !![1, 0; 0, 0] 14) ![4 / 5, 3 / 5] = -7 := by
    rw [hform]; norm_num
  have him : ∀ x : Fin 2 → ℂ, (star x ⬝ᵥ x).im = 0 := by
    intro x
    simp only [dotProduct, Fin.sum_univ_two, Pi.star_apply, Complex.star_def, Complex.add_im,
      Complex.mul_im, Complex.conj_re, Complex.conj_im]
    ring
  have hsite : ∀ x : Fin 2 → ℂ,
      expect !![1, 0; 0, 0] x = (x 0).re ^ 2 + (x 0).im ^ 2 := by
    intro x
    simp [expect, Matrix.mulVec, dotProduct, Fin.sum_univ_two]
    ring
  -- both energy bounds are sums of squares
  refine ⟨⟨?_, fun x => ?_⟩, ⟨?_, fun x => ?_⟩, ?_, ?_⟩
  · exact Complex.ext (by rw [hnorm]; norm_num) ((him _).trans Complex.one_im.symm)
  · rw [e1, hform, hnorm]
    nlinarith [sq_nonneg (4 * (x 0).re - 3 * (x 1).re), sq_nonneg (4 * (x 0).im - 3 * (x 1).im)]
  · exact Complex.ext (by rw [hnorm]; norm_num) ((him _).trans Complex.one_im.symm)
  · rw [e2, hform, hnorm]
    nlinarith [sq_nonneg (3 * (x 0).re - 4 * (x 1).re), sq_nonneg (3 * (x 0).im - 4 * (x 1).im)]
  · rw [hsite]; norm_num
  · rw [hsite]; norm_num

end

end CoreHoleFirstPeak
```

```lean
#print axioms CoreHoleFirstPeak.site_weight_mono
#print axioms CoreHoleFirstPeak.site_weight_strict
#print axioms CoreHoleFirstPeak.first_peak_mono
```

```
'CoreHoleFirstPeak.site_weight_mono' depends on axioms: [propext, Classical.choice, Quot.sound]
'CoreHoleFirstPeak.site_weight_strict' depends on axioms: [propext, Classical.choice, Quot.sound]
'CoreHoleFirstPeak.first_peak_mono' depends on axioms: [propext, Classical.choice, Quot.sound]
```

**Q:** Does the second peak grow as well?

**A:** Not in this example. The upper eigenvector changes from \((4/5,-3/5)\) with energy \(25\) to \((3/5,-4/5)\) with energy \(18\), and its site weight falls from \(16/25\) to \(9/25\). With only two orbitals, what the lower state gains the upper one loses. So the inequality fails if \(u\) and \(v\) are merely assumed to be eigenstates.
